# Half-weighting the boundary cells keeps the Fourier sum of even force constants real and even in a one-dimensional supercell

Take a chain with lattice constant one, one degree of freedom per cell and a supercell of $N=2h$ cells, and let $\Phi(R)=\Phi(-R)$ be the real force constant between cell $0$ and cell $R$. The Lean file compares $D_w(q)=\sum_{R=-h}^{h}w_R\,\Phi(R)\,e^{iqR}$, where $w_R=\tfrac12$ at $R=\pm h$ and $w_R=1$ elsewhere, with the unweighted sum $D_u(q)=\sum_{-h<R\le h}\Phi(R)\,e^{iqR}$.

```lean
import Mathlib

open Finset

namespace SupercellForceConstants

noncomputable section

/-- The Bloch phase `exp(iqR)` of cell `R` at wave number `q` (lattice constant one). -/
def phase (q : ℝ) (R : ℤ) : ℂ := Complex.exp (((q * R : ℝ) : ℂ) * Complex.I)

/-- The weight of cell `R`: one half on the boundary cells `R = ±h`, one elsewhere. -/
def weight (h : ℕ) (R : ℤ) : ℝ := if R = h ∨ R = -(h : ℤ) then 1 / 2 else 1

/-- The Fourier sum of the force constants over `[-h, h]` with weighted boundary cells. -/
def weighted (Φ : ℤ → ℝ) (h : ℕ) (q : ℝ) : ℂ :=
  ∑ R ∈ Icc (-(h : ℤ)) h, ((weight h R * Φ R : ℝ) : ℂ) * phase q R

/-- The plain Fourier sum over the `2h` consecutive cells `a < R ≤ a + 2h`. -/
def windowSum (Φ : ℤ → ℝ) (h : ℕ) (a : ℤ) (q : ℝ) : ℂ :=
  ∑ R ∈ Ioc a (a + 2 * h), (Φ R : ℂ) * phase q R

/-- The plain Fourier sum over the cells `-h < R ≤ h`. -/
def unweighted (Φ : ℤ → ℝ) (h : ℕ) (q : ℝ) : ℂ :=
  ∑ R ∈ Ioc (-(h : ℤ)) h, (Φ R : ℂ) * phase q R

/-- The wave number `q` equals `2πm/(2h)` for some integer `m`. (For `h = 0`, where Lean sets `x / 0
= 0`, this says `q = 0`.) -/
def Commensurate (h : ℕ) (q : ℝ) : Prop := ∃ m : ℤ, q = 2 * Real.pi * m / (2 * h)

lemma phase_eq (q : ℝ) (R : ℤ) :
    phase q R = (Real.cos (q * R) : ℂ) + (Real.sin (q * R) : ℂ) * Complex.I := by
  rw [phase, Complex.exp_mul_I, Complex.ofReal_cos, Complex.ofReal_sin]

lemma weight_neg (h : ℕ) (R : ℤ) : weight h (-R) = weight h R := by
  have e : (-R = (h : ℤ) ∨ -R = -(h : ℤ)) ↔ (R = (h : ℤ) ∨ R = -(h : ℤ)) := by omega
  simp only [weight, e]

lemma sum_reflect (h : ℕ) (g : ℤ → ℝ) :
    ∑ R ∈ Icc (-(h : ℤ)) h, g (-R) = ∑ R ∈ Icc (-(h : ℤ)) h, g R := by
  refine Finset.sum_nbij' (fun R => -R) (fun R => -R) ?_ ?_ ?_ ?_ ?_
  · intro R hR
    simp only [mem_Icc] at *
    omega
  · intro R hR
    simp only [mem_Icc] at *
    omega
  · intro R _
    simp
  · intro R _
    simp
  · intro R _
    rfl

/-- For even force constants the weighted sum is a real cosine sum. -/
theorem weighted_eq_cos (Φ : ℤ → ℝ) (h : ℕ) (heven : ∀ R, Φ (-R) = Φ R) (q : ℝ) :
    weighted Φ h q =
      ((∑ R ∈ Icc (-(h : ℤ)) h, weight h R * Φ R * Real.cos (q * R) : ℝ) : ℂ) := by
  -- the sine part is odd under reflection of the cells
  have h1 := sum_reflect h (fun R => weight h R * Φ R * Real.sin (q * R))
  have h2 : ∑ R ∈ Icc (-(h : ℤ)) h, weight h (-R) * Φ (-R) * Real.sin (q * ((-R : ℤ) : ℝ))
      = -∑ R ∈ Icc (-(h : ℤ)) h, weight h R * Φ R * Real.sin (q * R) := by
    rw [← Finset.sum_neg_distrib]
    refine Finset.sum_congr rfl fun R _ => ?_
    rw [weight_neg, heven, Int.cast_neg, mul_neg q, Real.sin_neg]
    ring
  have h3 : ∑ R ∈ Icc (-(h : ℤ)) h, weight h R * Φ R * Real.sin (q * R) = 0 := by
    linarith
  have h4 : weighted Φ h q =
      ((∑ R ∈ Icc (-(h : ℤ)) h, weight h R * Φ R * Real.cos (q * R) : ℝ) : ℂ) +
      ((∑ R ∈ Icc (-(h : ℤ)) h, weight h R * Φ R * Real.sin (q * R) : ℝ) : ℂ)
        * Complex.I := by
    rw [weighted, Complex.ofReal_sum, Complex.ofReal_sum, Finset.sum_mul,
      ← Finset.sum_add_distrib]
    refine Finset.sum_congr rfl fun R _ => ?_
    rw [phase_eq]
    push_cast
    ring
  rw [h4, h3, Complex.ofReal_zero, zero_mul, add_zero]

/-- For even force constants the weighted sum takes the same value at `q` and `-q`. -/
theorem weighted_even (Φ : ℤ → ℝ) (h : ℕ) (heven : ∀ R, Φ (-R) = Φ R) (q : ℝ) :
    weighted Φ h (-q) = weighted Φ h q := by
  simp only [weighted_eq_cos Φ h heven, neg_mul, Real.cos_neg]

/-- For even force constants and `h > 0`, the unweighted sum equals the weighted one plus `i Φ(h)
sin(qh)`. -/
theorem unweighted_eq (Φ : ℤ → ℝ) (h : ℕ) (hh : 0 < h) (heven : ∀ R, Φ (-R) = Φ R)
    (q : ℝ) : unweighted Φ h q =
      weighted Φ h q + Complex.I * ((Φ h * Real.sin (q * h) : ℝ) : ℂ) := by
  -- split both ranges into interior and boundary cells
  have hI : Icc (-(h : ℤ)) h = insert (-(h : ℤ)) (insert (h : ℤ) (Ioo (-(h : ℤ)) h)) := by
    ext R
    simp only [mem_Icc, mem_insert, mem_Ioo]
    omega
  have hJ : Ioc (-(h : ℤ)) h = insert (h : ℤ) (Ioo (-(h : ℤ)) h) := by
    ext R
    simp only [mem_Ioc, mem_insert, mem_Ioo]
    omega
  have n1 : (h : ℤ) ∉ Ioo (-(h : ℤ)) h := by simp
  have n2 : -(h : ℤ) ∉ insert (h : ℤ) (Ioo (-(h : ℤ)) h) := by
    simp only [mem_insert, mem_Ioo]
    omega
  have hin : ∑ R ∈ Ioo (-(h : ℤ)) h, ((weight h R * Φ R : ℝ) : ℂ) * phase q R
      = ∑ R ∈ Ioo (-(h : ℤ)) h, (Φ R : ℂ) * phase q R := by
    refine Finset.sum_congr rfl fun R hR => ?_
    rw [mem_Ioo] at hR
    rw [weight, if_neg (by omega), one_mul]
  have w1 : weight h h = 1 / 2 := if_pos (Or.inl rfl)
  have p1 : phase q (h : ℤ) =
      (Real.cos (q * h) : ℂ) + (Real.sin (q * h) : ℂ) * Complex.I := by
    rw [phase_eq, Int.cast_natCast]
  have p2 : phase q (-(h : ℤ)) =
      (Real.cos (q * h) : ℂ) - (Real.sin (q * h) : ℂ) * Complex.I := by
    rw [phase_eq, Int.cast_neg, Int.cast_natCast, mul_neg, Real.cos_neg, Real.sin_neg,
      Complex.ofReal_neg]
    ring
  rw [unweighted, weighted, hI, hJ, Finset.sum_insert n2, Finset.sum_insert n1,
    Finset.sum_insert n1, hin, weight_neg, heven, w1, p1, p2]
  simp only [Complex.ofReal_mul, Complex.ofReal_div, Complex.ofReal_one, Complex.ofReal_ofNat]
  ring

lemma sin_eq_zero_iff (h : ℕ) (hh : 0 < h) (q : ℝ) :
    Real.sin (q * h) = 0 ↔ Commensurate h q := by
  have hp : (2 * (h : ℝ)) ≠ 0 := by positivity
  rw [Real.sin_eq_zero_iff, Commensurate]
  refine exists_congr fun m => ?_
  rw [eq_div_iff hp]
  constructor <;> intro hm
  · linear_combination -2 * hm
  · linear_combination -hm / 2

/-- For even force constants with `h > 0` and `Φ(h) ≠ 0`, the unweighted sum agrees with the
weighted one, is real, and is unchanged under `q → -q`, in each case exactly at the commensurate
wave numbers. -/
theorem unweighted_symmetry_iff (Φ : ℤ → ℝ) (h : ℕ) (hh : 0 < h)
    (heven : ∀ R, Φ (-R) = Φ R) (hb : Φ h ≠ 0) (q : ℝ) :
    (unweighted Φ h q = weighted Φ h q ↔ Commensurate h q) ∧
    ((unweighted Φ h q).im = 0 ↔ Commensurate h q) ∧
    (unweighted Φ h (-q) = unweighted Φ h q ↔ Commensurate h q) := by
  have him : ∀ k : ℝ, (unweighted Φ h k).im = Φ h * Real.sin (k * h) := by
    intro k
    rw [unweighted_eq Φ h hh heven, weighted_eq_cos Φ h heven]
    simp only [Complex.add_im, Complex.ofReal_im, Complex.mul_im, Complex.I_re,
      Complex.I_im, Complex.ofReal_re]
    ring
  rw [← sin_eq_zero_iff h hh q]
  refine ⟨⟨fun e => ?_, fun e => ?_⟩, ?_, ⟨fun e => ?_, fun e => ?_⟩⟩
  · have e' := congrArg Complex.im e
    rw [him, weighted_eq_cos Φ h heven, Complex.ofReal_im] at e'
    exact (mul_eq_zero.mp e').resolve_left hb
  · rw [unweighted_eq Φ h hh heven, e, mul_zero, Complex.ofReal_zero, mul_zero, add_zero]
  · rw [him, mul_eq_zero, or_iff_right hb]
  · have e' := congrArg Complex.im e
    rw [him, him, neg_mul, Real.sin_neg] at e'
    have e2 : Φ h * Real.sin (q * h) = 0 := by linarith
    exact (mul_eq_zero.mp e2).resolve_left hb
  · rw [unweighted_eq Φ h hh heven, unweighted_eq Φ h hh heven, weighted_even Φ h heven,
      neg_mul, Real.sin_neg, e, neg_zero]

/-- If `h > 0`, then for even, `2h`-periodic force constants and commensurate `q`, the plain sum
over any `2h` consecutive cells equals the weighted sum. -/
theorem windowSum_eq_weighted (Φ : ℤ → ℝ) (h : ℕ) (hh : 0 < h)
    (heven : ∀ R, Φ (-R) = Φ R) (hper : ∀ R, Φ (R + 2 * h) = Φ R) (q : ℝ)
    (hq : Commensurate h q) (a : ℤ) : windowSum Φ h a q = weighted Φ h q := by
  have hphase : ∀ R : ℤ, phase q (R + 2 * h) = phase q R := by
    intro R
    obtain ⟨m, hm⟩ := hq
    have hp : (2 * (h : ℝ)) ≠ 0 := by positivity
    rw [eq_div_iff hp] at hm
    have hc : (q : ℂ) * (2 * h) = 2 * Real.pi * m := by exact_mod_cast hm
    rw [phase, phase, Complex.exp_eq_exp_iff_exists_int]
    refine ⟨m, ?_⟩
    push_cast
    linear_combination Complex.I * hc
  -- moving the window by one cell trades a cell for its periodic image
  have step : ∀ b : ℤ, windowSum Φ h (b + 1) q = windowSum Φ h b q := by
    intro b
    have e1 : Ioc b (b + 2 * h) = insert (b + 1) (Ioc (b + 1) (b + 2 * h)) := by
      ext R
      simp only [mem_Ioc, mem_insert]
      omega
    have e2 : Ioc (b + 1) (b + 1 + 2 * h)
        = insert (b + 1 + 2 * (h : ℤ)) (Ioc (b + 1) (b + 2 * h)) := by
      ext R
      simp only [mem_Ioc, mem_insert]
      omega
    rw [windowSum, windowSum, e1, e2, Finset.sum_insert (by simp),
      Finset.sum_insert (by simp only [mem_Ioc]; omega), hper, hphase]
  have all : ∀ b : ℤ, windowSum Φ h b q = windowSum Φ h 0 q := by
    intro b
    refine Int.induction_on b rfl (fun n ih => (step _).trans ih) (fun n ih => ?_)
    have s := step (-(n : ℤ) - 1)
    rw [sub_add_cancel] at s
    exact s.symm.trans ih
  have hu : windowSum Φ h (-(h : ℤ)) q = unweighted Φ h q := by
    have e : -(h : ℤ) + 2 * h = h := by ring
    rw [windowSum, unweighted, e]
  rw [all a, ← all (-(h : ℤ)), hu, unweighted_eq Φ h hh heven,
    (sin_eq_zero_iff h hh q).mpr hq, mul_zero, Complex.ofReal_zero, mul_zero, add_zero]

/-- Force constants of a nearest-neighbour chain with spring constant `K`, folded into a
supercell of two cells. -/
def foldedChain (K : ℝ) (R : ℤ) : ℝ := if Even R then 2 * K else -(2 * K)

/-- The folded chain with `K ≠ 0` is even, has period two, and is nonzero at the boundary. -/
theorem foldedChain_witness (K : ℝ) (hK : K ≠ 0) :
    (∀ R, foldedChain K (-R) = foldedChain K R) ∧
    (∀ R, foldedChain K (R + 2 * (1 : ℕ)) = foldedChain K R) ∧
    foldedChain K (1 : ℕ) ≠ 0 := by
  refine ⟨fun R => ?_, fun R => ?_, ?_⟩
  · simp only [foldedChain, even_neg]
  · simp [foldedChain]
  · simp [foldedChain, hK]

/-- The weighted sum of the two-cell folded chain is `2K(1 - cos q)` at every `q`. -/
theorem foldedChain_weighted (K q : ℝ) :
    weighted (foldedChain K) 1 q = ((2 * K * (1 - Real.cos q) : ℝ) : ℂ) := by
  have hs : Icc (-((1 : ℕ) : ℤ)) ((1 : ℕ) : ℤ) = {-1, 0, 1} := by decide
  have c0 : foldedChain K 0 = 2 * K := by simp [foldedChain]
  have c1 : foldedChain K 1 = -(2 * K) := by simp [foldedChain]
  have c2 : foldedChain K (-1) = -(2 * K) := by simp [foldedChain]
  have w0 : weight 1 0 = 1 := by simp [weight]
  have w1 : weight 1 1 = 1 / 2 := by simp [weight]
  have w2 : weight 1 (-1) = 1 / 2 := by simp [weight]
  have t0 : Real.cos (q * ((0 : ℤ) : ℝ)) = 1 := by simp
  have t1 : Real.cos (q * ((1 : ℤ) : ℝ)) = Real.cos q := by simp
  have t2 : Real.cos (q * ((-1 : ℤ) : ℝ)) = Real.cos q := by simp
  rw [weighted_eq_cos _ _ (fun R => by simp only [foldedChain, even_neg]), hs,
    Finset.sum_insert (by decide), Finset.sum_insert (by decide), Finset.sum_singleton,
    c0, c1, c2, w0, w1, w2, t0, t1, t2]
  congr 1
  ring

end

end SupercellForceConstants
```

```lean
#print axioms SupercellForceConstants.unweighted_symmetry_iff
-- 'SupercellForceConstants.unweighted_symmetry_iff' depends on axioms: [propext, Classical.choice, Quot.sound]
#print axioms SupercellForceConstants.windowSum_eq_weighted
-- 'SupercellForceConstants.windowSum_eq_weighted' depends on axioms: [propext, Classical.choice, Quot.sound]
#print axioms SupercellForceConstants.foldedChain_weighted
-- 'SupercellForceConstants.foldedChain_weighted' depends on axioms: [propext, Classical.choice, Quot.sound]
```

## Two sums that differ only through the boundary cell

The file defines $D_w$ as `weighted` and $D_u$ as `unweighted`. Both are complex-valued, so reality has to be proved. `weighted_eq_cos` does this by equating $D_w(q)$ with a real cosine sum, and `weighted_even` gives $D_w(-q)=D_w(q)$. These two theorems need only that $\Phi$ is even.

For $h>0$, `unweighted_eq` states

$$D_u(q)=D_w(q)+i\,\Phi(h)\sin(qh).$$

A wave number is `Commensurate` if $q=2\pi m/(2h)$ for some integer $m$. If in addition $\Phi(h)\neq0$, then `unweighted_symmetry_iff` says that three properties each hold exactly at these wave numbers: $D_u(q)=D_w(q)$, $D_u(q)$ is real, and $D_u(-q)=D_u(q)$. If $\Phi(h)=0$, the formula above makes the two sums equal at every $q$.

Periodicity, $\Phi(R+2h)=\Phi(R)$, is assumed only in `windowSum_eq_weighted`. There `windowSum Φ h a q` is the plain sum over the $2h$ cells $a<R\le a+2h$, and for $h>0$ and commensurate $q$ it equals $D_w(q)$ for every integer $a$.

## Supercell force constants and the wave numbers between the grid points

Evenness stands for the symmetry of second derivatives of the energy combined with translation invariance: exchanging the two displaced cells turns $R$ into $-R$. Periodicity stands for the supercell's boundary conditions, under which displacing one atom also displaces all its images. The condition $\Phi(h)\neq0$ says that the force constant of the cell halfway across the supercell has not vanished.

That cell is equally far from the origin in both directions. The weights share its force constant equally between $R=h$ and $R=-h$, whereas $D_u$ assigns all of it to $R=h$. With one degree of freedom per cell, the dynamical matrix is a single number, namely $D(q)$ divided by the mass, and being Hermitian means being real. In this one-dimensional harmonic model, the result shows how phonon interpolation from a supercell can lose Hermiticity between commensurate wave numbers while looking correct at them.

The file treats neither several atoms per cell, nor three dimensions, nor odd $N$. It assumes evenness and periodicity of $\Phi$ instead of deriving them from an energy function, and it does not estimate how closely $D_w$ approximates the infinite crystal between commensurate points.

## Reflection, splitting and shifting

**Reflection.** Write $e^{iqR}=\cos(qR)+i\sin(qR)$, and let $S=\sum_{R=-h}^{h}w_R\,\Phi(R)\sin(qR)$ be the sine part of $D_w$. Replacing $R$ by $-R$ permutes the range, leaves $w_R$ and $\Phi(R)$ unchanged and reverses the sign of the sine. Hence $S=-S$, so $S=0$ and

$$D_w(q)=\sum_{R=-h}^{h}w_R\,\Phi(R)\cos(qR).$$

This is real, and it is even in $q$ because the cosine is.

In Lean, `sum_reflect` provides the change of variable and `weight_neg` the symmetry of the weights. Inside `weighted_eq_cos`, `h2` is the sign reversal, `h3` concludes $S=0$ by `linarith`, and `h4` separates the cosine and sine parts.

**Splitting off the boundary.** Let $I(q)=\sum_{-h<R<h}\Phi(R)\,e^{iqR}$ be the interior sum, where all weights are one. For $h>0$ the cells $h$ and $-h$ are distinct, and evenness gives

$$D_w(q)=I(q)+\tfrac12\Phi(h)\left(e^{iqh}+e^{-iqh}\right)=I(q)+\Phi(h)\cos(qh),$$

$$D_u(q)=I(q)+\Phi(h)\,e^{iqh}=I(q)+\Phi(h)\cos(qh)+i\,\Phi(h)\sin(qh).$$

Subtracting the two lines gives the formula for the difference. The proof of `unweighted_eq` follows the same route: `hI` and `hJ` write the two ranges as the interior with boundary cells inserted, `hin` removes the interior weights, `p1` and `p2` expand the boundary phases, and `ring` finishes the algebra.

**Zeros of the difference.** Since $D_w$ is real and even in $q$,

$$\operatorname{Im}D_u(q)=\Phi(h)\sin(qh),\qquad D_u(-q)-D_u(q)=-2i\,\Phi(h)\sin(qh).$$

With $\Phi(h)\neq0$, each of the three properties is therefore equivalent to $\sin(qh)=0$. This means $qh=\pi m$, or $q=2\pi m/(2h)$, for an integer $m$, which is the content of `sin_eq_zero_iff`. In `unweighted_symmetry_iff`, `him` is the formula for the imaginary part. The forward directions compare imaginary parts and cancel $\Phi(h)$; the converses for agreement and evenness substitute $\sin(qh)=0$ into the difference formula.

**Shifting the window.** At $q=2\pi m/(2h)$ the phase satisfies $e^{iq(R+2h)}=e^{iqR}e^{2\pi im}=e^{iqR}$. For periodic $\Phi$ the summand $f(R)=\Phi(R)\,e^{iqR}$ then has period $2h$. If $W(b)$ denotes the sum over $b<R\le b+2h$, moving the window by one cell gives

$$W(b+1)-W(b)=f(b+1+2h)-f(b+1)=0.$$

So $W$ is constant on the integers. Since $W(-h)=D_u(q)$, and $D_u(q)=D_w(q)$ at commensurate $q$, every window gives $D_w(q)$. In the Lean proof, `hphase` is the periodicity of the phase, `step` the shift by one cell, `all` the induction in both directions, and `hu` the identification of $W(-h)$ with $D_u(q)$.

## A nearest-neighbour chain folded into two cells

An infinite chain with spring constant $K$ has force constants $2K$ at $R=0$ and $-K$ at $R=\pm1$. In a supercell of two cells ($h=1$), the other cell is the neighbour on both sides and collects $-2K$. This is `foldedChain`: $2K$ at even $R$ and $-2K$ at odd $R$. For $K\neq0$, `foldedChain_witness` confirms that it is even, has period two and is nonzero at the boundary.

The two sums are

$$D_w(q)=2K-\tfrac12\,2K\left(e^{iq}+e^{-iq}\right)=2K(1-\cos q),\qquad D_u(q)=2K\left(1-e^{iq}\right).$$

The first is `foldedChain_weighted`, proved by evaluating the cosine sum over the cells $-1,0,1$. It coincides with the Fourier sum of the infinite chain at every $q$. At $q=\pi/2$, between the commensurate values $0$ and $\pi$, the weighted sum is $2K$ and the unweighted one is $2K-2iK$.

## Without periodicity, the window matters

Take $h=1$, $q=0$, and let $\Phi(0)=1$ with $\Phi(R)=0$ otherwise. This $\Phi$ is even but does not have period two. The weighted sum is $1$, while the window containing cells $1$ and $2$ gives $0$. The conclusion of `windowSum_eq_weighted` therefore fails, even though $q$ is commensurate.

## Cells as residue classes

Another model would define $\Phi$ on the integers modulo $2h$. Periodicity would then be part of the type and need no hypothesis. However, $e^{iqR}$ depends only on the residue class of $R$ when $q$ is commensurate. At any other $q$ the phase depends on which representative of a class is used, and for the class of $h$ the choice between $h$ and $-h$ changes it. Using all integers as cells keeps both phases available at every real $q$, so the effect of that choice can be stated directly.
